# The Madelung equations for a one-dimensional wave function without zeros

Take a constant potential $V_0$ and a wave function that is a single exponential, with amplitude $R=e^{\kappa x+\gamma t}$ and action $S=px-Et$, where $\kappa,\gamma,p,E$ are real constants. Then $\psi=Re^{iS/\hbar}$ is $e^{\alpha x+\beta t}$ with $\alpha=\kappa+ip/\hbar$ and $\beta=\gamma-iE/\hbar$. The Schrödinger equation for a particle of mass $m$ reduces to $i\hbar\beta=-\frac{\hbar^2}{2m}\alpha^2+V_0$, or

$$E+i\hbar\gamma=\frac{p^2}{2m}-\frac{\hbar^2\kappa^2}{2m}+V_0-i\,\frac{\hbar\kappa p}{m}.$$

One complex equation has become two real ones. The real part fixes the energy, with a term $-\hbar^2\kappa^2/2m$ that comes from the curvature of the amplitude. The imaginary part, $\gamma=-\kappa p/m$, says that the amplitude profile is carried along at speed $p/m$.

With $\hbar=m=\kappa=1$, $p=2$ and $V_0=0$, the two parts give $E=2-\tfrac12=\tfrac32$ and $\gamma=-2$. As a check, $i\beta=i(-2-\tfrac32 i)=\tfrac32-2i$, and $-\tfrac12(1+2i)^2=\tfrac32-2i$. This wave cannot be normalised, but the argument is local and does not need a norm.

## Separating the real and imaginary parts

Now let $R$, $S$ and $V$ be real functions of $x$ and $t$, with $R$ nowhere zero and with $R$ and $S$ twice differentiable in $x$ and once in $t$. Subscripts denote partial derivatives. The claim is that $\psi=Re^{iS/\hbar}$ satisfies $i\hbar\psi_t=-\frac{\hbar^2}{2m}\psi_{xx}+V\psi$ everywhere if and only if

$$(R^2)_t+\Big(\frac{R^2S_x}{m}\Big)_x=0,\qquad S_t+\frac{S_x^2}{2m}+V+Q=0,\qquad Q=-\frac{\hbar^2}{2m}\frac{R_{xx}}{R}.$$

The first is the continuity equation for the probability density. The second is the classical Hamilton-Jacobi equation with the quantum potential $Q$ added to $V$.

The product rule gives

$$\psi_t=\Big(R_t+\frac{i}{\hbar}RS_t\Big)e^{iS/\hbar},\qquad \psi_x=\Big(R_x+\frac{i}{\hbar}RS_x\Big)e^{iS/\hbar},$$

and a second differentiation in $x$ gives

$$\psi_{xx}=\Big(R_{xx}-\frac{RS_x^2}{\hbar^2}+\frac{i}{\hbar}(2R_xS_x+RS_{xx})\Big)e^{iS/\hbar}.$$

Hence $i\hbar\psi_t+\frac{\hbar^2}{2m}\psi_{xx}-V\psi=(A+iB)e^{iS/\hbar}$, with

$$A=-RS_t+\frac{\hbar^2}{2m}R_{xx}-\frac{RS_x^2}{2m}-VR=-R\Big(S_t+\frac{S_x^2}{2m}+V+Q\Big),$$

$$B=\hbar R_t+\frac{\hbar}{2m}(2R_xS_x+RS_{xx}).$$

Multiplying the left-hand side of the continuity equation by $m$ gives the mass balance

$$M=(mR^2)_t+(R^2S_x)_x=R\,(2mR_t+2R_xS_x+RS_{xx}),$$

so $B=\frac{\hbar}{2mR}M$. The exponential is never zero, and $A$ and $B$ are real. The residual therefore vanishes exactly when $A=B=0$, and since $R$, $\hbar$ and $m$ are nonzero, this means that both real equations hold.

## Newton's law for the velocity field

Let $u=S_x/m$. For a solution, the Hamilton-Jacobi equation reads $V+Q=-(S_t+S_x^2/2m)$. Differentiate in $x$, assuming that the mixed derivatives of $S$ exist and agree, as they do for a smooth action:

$$(V+Q)_x=-\Big(S_{xt}+\frac{S_xS_{xx}}{m}\Big)=-m(u_t+uu_x).$$

The acceleration along the flow is thus produced by the force $-(V+Q)_x$. For a single particle on a line with a node-free wave function, this locates the difference from classical motion in the term $Q$; no limit $\hbar\to0$ is taken.

The oscillator ground state shows the balance. With $\hbar=m=1$, $V=x^2/2$, $R=\pi^{-1/4}e^{-x^2/2}$ and $S=-t/2$, one finds $Q=(1-x^2)/2$. At $x=2$ this gives $V+Q=2-\tfrac32=\tfrac12$, the same value as at every other point, so there is no net force. This agrees with the velocity field, which is $u=S_x=0$ at all times because $S$ does not depend on $x$.

## Fields, derivatives and equations in Lean

```lean
import Mathlib

open Complex

namespace MadelungEquations

noncomputable section
```

A field is a function of $x$ and then $t$. The two partial derivatives are ordinary derivatives with the other variable held fixed, and they serve real and complex fields alike.

```lean
/-- Partial derivative in the position `x` of a field on space-time. -/
def dx {E : Type*} [NormedAddCommGroup E] [NormedSpace ℝ E] (f : ℝ → ℝ → E) (x t : ℝ) : E :=
  deriv (fun y => f y t) x

/-- Partial derivative in the time `t` of a field on space-time. -/
def dt {E : Type*} [NormedAddCommGroup E] [NormedSpace ℝ E] (f : ℝ → ℝ → E) (x t : ℝ) : E :=
  deriv (fun τ => f x τ) t
```

`Regular` records the smoothness assumed of $R$ and $S$ in the separation into real and imaginary parts. It does not require the second $x$-derivative or the $t$-derivative to be continuous, nor does it require joint differentiability in $(x,t)$. Lean's `deriv` returns zero where a function has no derivative, and these conditions ensure that the derivatives in the main theorem are genuine.

```lean
/-- A real field that is twice differentiable in `x` and once in `t`. -/
structure Regular (f : ℝ → ℝ → ℝ) : Prop where
  x1 : ∀ x t, DifferentiableAt ℝ (fun y => f y t) x
  x2 : ∀ x t, DifferentiableAt ℝ (fun y => dx f y t) x
  t1 : ∀ x t, DifferentiableAt ℝ (fun τ => f x τ) t
```

The wave function is built from the amplitude and a phase factor.

```lean
/-- The phase factor `exp(is/ħ)` of an action `s`. -/
def phase (ħ s : ℝ) : ℂ := Complex.exp (I * s / ħ)

/-- The wave function `R exp(iS/ħ)` with amplitude `R` and action `S`. -/
def wave (ħ : ℝ) (R S : ℝ → ℝ → ℝ) (x t : ℝ) : ℂ := R x t * phase ħ (S x t)
```

`SchrodingerAt` is the Schrödinger equation at one point. The potential takes real values and may depend on time; no smoothness is asked of it.

```lean
/-- The Schrödinger equation `iħ ψ_t = -(ħ²/2m) ψ_xx + V ψ` at the point `(x, t)`. -/
def SchrodingerAt (ħ m : ℝ) (V : ℝ → ℝ → ℝ) (ψ : ℝ → ℝ → ℂ) (x t : ℝ) : Prop :=
  I * ħ * dt ψ x t = -(ħ ^ 2 / (2 * m)) * dx (dx ψ) x t + V x t * ψ x t
```

The next definitions are $M$, $Q$, the left-hand side of the Hamilton-Jacobi equation, and $u$. Since $m\neq0$ in the theorems, $M=0$ is the same condition as the continuity equation for $R^2$.

```lean
/-- Time derivative of the mass density `m R²` plus space derivative of the momentum
density `R² S_x`. -/
def massBalance (m : ℝ) (R S : ℝ → ℝ → ℝ) (x t : ℝ) : ℝ :=
  dt (fun y τ => m * R y τ ^ 2) x t + dx (fun y τ => R y τ ^ 2 * dx S y τ) x t

/-- The quantum potential `-(ħ²/2m) R_xx / R`. -/
def quantumPotential (ħ m : ℝ) (R : ℝ → ℝ → ℝ) (x t : ℝ) : ℝ :=
  -(ħ ^ 2 / (2 * m)) * dx (dx R) x t / R x t

/-- The Hamilton-Jacobi expression `S_t + S_x²/2m + V + Q` with quantum potential `Q`. -/
def hamiltonJacobi (ħ m : ℝ) (V R S : ℝ → ℝ → ℝ) (x t : ℝ) : ℝ :=
  dt S x t + dx S x t ^ 2 / (2 * m) + V x t + quantumPotential ħ m R x t

/-- The velocity field `S_x / m`. -/
def velocity (m : ℝ) (S : ℝ → ℝ → ℝ) (x t : ℝ) : ℝ := dx S x t / m
```

## Differentiating an amplitude times a phase

The first lemma is the product rule used three times above: once in $t$ and twice in $x$. Its amplitude is complex because $\psi_x$ already has the complex amplitude $R_x+iRS_x/\hbar$.

```lean
/-- Product rule for a complex amplitude times the phase factor `exp(is/ħ)`. -/
theorem hasDerivAt_mul_phase {a : ℝ → ℂ} {s : ℝ → ℝ} {a' : ℂ} {s' x : ℝ} (ħ : ℝ)
    (ha : HasDerivAt a a' x) (hs : HasDerivAt s s' x) :
    HasDerivAt (fun y => a y * phase ħ (s y)) ((a' + I * s' / ħ * a x) * phase ħ (s x)) x := by
  have h1 : HasDerivAt (fun y => I * (s y : ℂ) / (ħ : ℂ)) (I * (s' : ℂ) / (ħ : ℂ)) x :=
    (hs.ofReal_comp.const_mul I).div_const (ħ : ℂ)
  unfold phase
  exact (ha.fun_mul h1.cexp).congr_deriv (by ring)
```

For the second derivative, `heq` writes $\psi_x$ as this new amplitude times the old phase factor, and the lemma is applied again. The final `linear_combination` uses $i^2=-1$ to produce the term $-RS_x^2/\hbar^2$.

```lean
/-- Second space derivative of `R exp(iS/ħ)` in terms of the derivatives of `R` and `S`. -/
theorem wave_dxx (ħ : ℝ) {R S : ℝ → ℝ → ℝ} (hR : Regular R) (hS : Regular S) (x t : ℝ) :
    dx (dx (wave ħ R S)) x t
      = (((dx (dx R) x t - R x t * dx S x t ^ 2 / ħ ^ 2 : ℝ) : ℂ)
          + (((2 * dx R x t * dx S x t + R x t * dx (dx S) x t) / ħ : ℝ) : ℂ) * I)
        * phase ħ (S x t) := by
  have hR1 : ∀ y, HasDerivAt (fun z => R z t) (dx R y t) y := fun y => (hR.x1 y t).hasDerivAt
  have hS1 : ∀ y, HasDerivAt (fun z => S z t) (dx S y t) y := fun y => (hS.x1 y t).hasDerivAt
  have hR2 : HasDerivAt (fun y => dx R y t) (dx (dx R) x t) x := (hR.x2 x t).hasDerivAt
  have hS2 : HasDerivAt (fun y => dx S y t) (dx (dx S) x t) x := (hS.x2 x t).hasDerivAt
  -- the first derivative is again an amplitude times the same phase factor
  have heq : (fun y => dx (wave ħ R S) y t) = fun y =>
      (dx R y t + I * dx S y t / ħ * R y t) * phase ħ (S y t) :=
    funext fun y => (hasDerivAt_mul_phase ħ (hR1 y).ofReal_comp (hS1 y)).deriv
  have hA := hR2.ofReal_comp.fun_add
    (((hS2.ofReal_comp.const_mul I).div_const (ħ : ℂ)).fun_mul (hR1 x).ofReal_comp)
  change deriv (fun y => dx (wave ħ R S) y t) x = _
  rw [heq]
  refine (hasDerivAt_mul_phase ħ hA (hS1 x)).deriv.trans ?_
  push_cast
  linear_combination (R x t * dx S x t ^ 2 / ħ ^ 2 * phase ħ (S x t)) * Complex.I_sq
```

The mass balance is expanded by the product rule, with the common factor $R$ taken out.

```lean
/-- The mass balance written out in the derivatives of `R` and `S`. -/
theorem massBalance_eq (m : ℝ) {R S : ℝ → ℝ → ℝ} (hR : Regular R) (hS : Regular S) (x t : ℝ) :
    massBalance m R S x t
      = R x t * (2 * m * dt R x t + 2 * dx R x t * dx S x t + R x t * dx (dx S) x t) := by
  have hRt : HasDerivAt (fun τ => R x τ) (dt R x t) t := (hR.t1 x t).hasDerivAt
  have hRx : HasDerivAt (fun y => R y t) (dx R x t) x := (hR.x1 x t).hasDerivAt
  have hSx : HasDerivAt (fun y => dx S y t) (dx (dx S) x t) x := (hS.x2 x t).hasDerivAt
  have h1 : dt (fun y τ => m * R y τ ^ 2) x t = m * (2 * R x t * dt R x t) :=
    ((hRt.fun_pow 2).const_mul m).deriv.trans (by norm_num)
  have h2 : dx (fun y τ => R y τ ^ 2 * dx S y τ) x t
      = 2 * R x t * dx R x t * dx S x t + R x t ^ 2 * dx (dx S) x t :=
    ((hRx.fun_pow 2).fun_mul hSx).deriv.trans (by norm_num)
  rw [massBalance, h1, h2]
  ring
```

## The residual and the equivalence

`schrodinger_residual` is the identity with $A$ and $B$. It needs $R\neq0$ only at the point considered. The steps `hre` and `him` are the real algebra for $A$ and $B$, where `field_simp` clears the denominators. The last line combines them, using $\hbar\hbar^{-1}=1$ and $i^2=-1$.

```lean
/-- The Schrödinger residual of `R exp(iS/ħ)` is the phase factor times a complex number whose
real part is `-R` times the Hamilton-Jacobi expression and whose imaginary part is `ħ/(2mR)`
times the mass balance. -/
theorem schrodinger_residual {ħ m : ℝ} (hħ : ħ ≠ 0) (hm : m ≠ 0) (V : ℝ → ℝ → ℝ)
    {R S : ℝ → ℝ → ℝ} (hR : Regular R) (hS : Regular S) {x t : ℝ} (h0 : R x t ≠ 0) :
    I * ħ * dt (wave ħ R S) x t
      - (-(ħ ^ 2 / (2 * m)) * dx (dx (wave ħ R S)) x t + V x t * wave ħ R S x t)
      = (((-(R x t * hamiltonJacobi ħ m V R S x t) : ℝ) : ℂ)
          + ((ħ / (2 * m * R x t) * massBalance m R S x t : ℝ) : ℂ) * I) * phase ħ (S x t) := by
  have hRt : HasDerivAt (fun τ => R x τ) (dt R x t) t := (hR.t1 x t).hasDerivAt
  have hSt : HasDerivAt (fun τ => S x τ) (dt S x t) t := (hS.t1 x t).hasDerivAt
  have ht : dt (wave ħ R S) x t = (dt R x t + I * dt S x t / ħ * R x t) * phase ħ (S x t) :=
    (hasDerivAt_mul_phase ħ hRt.ofReal_comp hSt).deriv
  have hc : (ħ : ℂ) * (ħ : ℂ)⁻¹ = 1 := mul_inv_cancel₀ (by exact_mod_cast hħ)
  -- real and imaginary parts of the factor in front of the phase
  have hre : -(R x t * dt S x t) + ħ ^ 2 / (2 * m) * (dx (dx R) x t
      - R x t * dx S x t ^ 2 / ħ ^ 2) - V x t * R x t
      = -(R x t * hamiltonJacobi ħ m V R S x t) := by
    rw [hamiltonJacobi, quantumPotential]
    field_simp
    ring
  have him : ħ * dt R x t + ħ ^ 2 / (2 * m) * ((2 * dx R x t * dx S x t
      + R x t * dx (dx S) x t) / ħ) = ħ / (2 * m * R x t) * massBalance m R S x t := by
    rw [massBalance_eq m hR hS]
    field_simp
    ring
  rw [← hre, ← him, ht, wave_dxx ħ hR hS, wave]
  push_cast
  linear_combination (((dt S x t : ℝ) : ℂ) * R x t * phase ħ (S x t) * I ^ 2) * hc
    + (((dt S x t : ℝ) : ℂ) * R x t * phase ħ (S x t)) * Complex.I_sq
```

The main theorem assumes $\hbar\neq0$, $m\neq0$ and $R\neq0$ everywhere, which includes the physical case of positive constants and positive $R$. In the proof, `split` says that $a+ib=0$ with real $a,b$ forces both to vanish. The step `point` moves everything to one side, inserts the residual identity, and removes the nonzero factors one by one. The equivalence thus holds at each point, and the last line collects the points.

```lean
/-- Madelung equations: `R exp(iS/ħ)` with nowhere vanishing `R` solves the Schrödinger equation
if and only if the mass balance vanishes and `S` solves the Hamilton-Jacobi equation with the
quantum potential added to `V`. -/
theorem schrodinger_iff_madelung {ħ m : ℝ} (hħ : ħ ≠ 0) (hm : m ≠ 0) (V : ℝ → ℝ → ℝ)
    {R S : ℝ → ℝ → ℝ} (hR : Regular R) (hS : Regular S) (h0 : ∀ x t, R x t ≠ 0) :
    (∀ x t, SchrodingerAt ħ m V (wave ħ R S) x t) ↔
      (∀ x t, massBalance m R S x t = 0) ∧ (∀ x t, hamiltonJacobi ħ m V R S x t = 0) := by
  have split : ∀ a b : ℝ, (a : ℂ) + (b : ℂ) * I = 0 ↔ a = 0 ∧ b = 0 := by
    intro a b
    simp [Complex.ext_iff]
  have point : ∀ x t, SchrodingerAt ħ m V (wave ħ R S) x t ↔
      massBalance m R S x t = 0 ∧ hamiltonJacobi ħ m V R S x t = 0 := by
    intro x t
    have hk : ħ / (2 * m * R x t) ≠ 0 :=
      div_ne_zero hħ (mul_ne_zero (mul_ne_zero two_ne_zero hm) (h0 x t))
    have hp : phase ħ (S x t) ≠ 0 := Complex.exp_ne_zero _
    -- the phase factor never vanishes, so real and imaginary parts vanish separately
    rw [SchrodingerAt, ← sub_eq_zero, schrodinger_residual hħ hm V hR hS (h0 x t), mul_eq_zero,
      or_iff_left hp, split, neg_eq_zero, mul_eq_zero, or_iff_right (h0 x t), mul_eq_zero,
      or_iff_right hk]
    exact and_comm
  simp only [point, forall_and]
```

The theorem starts from given functions $R$ and $S$ on the whole space-time plane. It does not construct them from a given $\psi$, and it does not treat wave functions with nodes, where $Q$ has $R=0$ in its denominator.

## The force law in Lean

The theorem `quantum_newton` keeps the hypotheses of the main theorem, including $R\neq0$ everywhere, and assumes that the Schrödinger equation holds everywhere. The number `c` is the common value of the two mixed derivatives of $S$ at $(x,t)$, supplied by `hxt` and `htx`. The conclusion includes the differentiability of $V+Q$ in $x$ at that point, although neither $V$ nor $R_{xx}$ was assumed differentiable. It follows because `heq` rewrites $V+Q$ through the action, as in the derivation by hand; the rest is the product rule and algebra.

```lean
/-- For a solution `R exp(iS/ħ)` whose action has equal mixed derivatives at `(x, t)`, the velocity
field `u = S_x/m` obeys `m (u_t + u u_x) = -(V + Q)_x` there, with `Q` the quantum potential. -/
theorem quantum_newton {ħ m : ℝ} (hħ : ħ ≠ 0) (hm : m ≠ 0) (V : ℝ → ℝ → ℝ)
    {R S : ℝ → ℝ → ℝ} (hR : Regular R) (hS : Regular S) (h0 : ∀ x t, R x t ≠ 0)
    (hψ : ∀ x t, SchrodingerAt ħ m V (wave ħ R S) x t) {x t c : ℝ}
    (hxt : HasDerivAt (fun y => dt S y t) c x) (htx : HasDerivAt (fun τ => dx S x τ) c t) :
    HasDerivAt (fun y => V y t + quantumPotential ħ m R y t)
      (-(m * (dt (velocity m S) x t + velocity m S x t * dx (velocity m S) x t))) x := by
  have hHJ := ((schrodinger_iff_madelung hħ hm V hR hS h0).1 hψ).2
  have hSx : HasDerivAt (fun y => dx S y t) (dx (dx S) x t) x := (hS.x2 x t).hasDerivAt
  -- the Hamilton-Jacobi equation expresses the total potential through the action
  have heq : (fun y => V y t + quantumPotential ħ m R y t)
      = fun y => -(dt S y t + dx S y t * dx S y t / (2 * m)) := by
    funext y
    have h := hHJ y t
    rw [hamiltonJacobi] at h
    linear_combination h
  have hut : dt (velocity m S) x t = c / m := (htx.div_const m).deriv
  have hux : dx (velocity m S) x t = dx (dx S) x t / m := (hSx.div_const m).deriv
  rw [heq, hut, hux, velocity]
  refine (hxt.fun_add ((hSx.fun_mul hSx).div_const (2 * m))).fun_neg.congr_deriv ?_
  field_simp
  ring

end

end MadelungEquations
```

```lean
#print axioms MadelungEquations.schrodinger_iff_madelung
#print axioms MadelungEquations.quantum_newton
```

```
'MadelungEquations.schrodinger_iff_madelung' depends on axioms: [propext, Classical.choice, Quot.sound]
'MadelungEquations.quantum_newton' depends on axioms: [propext, Classical.choice, Quot.sound]
```

## Velocity and quantum potential on a grid

A program that stores $\psi$ on a grid can obtain the velocity field without extracting the phase. The formula for $\psi_x$ gives $\psi_x/\psi=R_x/R+iS_x/\hbar$, so

$$u=\frac{\hbar}{m}\,\mathrm{Im}\,\frac{\psi_x}{\psi}.$$

This avoids the jumps by $2\pi$ that appear when $S/\hbar$ is computed as an angle. In the opening example $\psi_x/\psi=1+2i$, and the formula returns $u=2$.

One kind of quantum-trajectory calculation works in the other direction: it moves points with velocity $u$, updates the density and the action along them, and evaluates $Q$ from the current amplitude. If $Q$ is computed as written here, by dividing a numerical second derivative by $R$, small errors in $R_{xx}$ are magnified where the amplitude is small, and the method becomes delicate when a node starts to form.
